# To first order, a phonon of wavevector q changes the potential of a chain of rigid ions only at q plus reciprocal lattice vectors

In a plane-wave phonon calculation by density functional perturbation theory, the first-order ionic potential for a phonon of wavevector q is built only at the wavevectors q + G, with G a reciprocal lattice vector. All other components vanish. The theorems below establish this for a one-dimensional periodic chain with one ion per cell, each ion carrying its potential rigidly. Electronic screening and nonlocal pseudopotentials are not included. The phonon is taken in its complex form exp(iqR); a real displacement can also change the potential at −q + G, as the last theorem shows.

```lean
import Mathlib

open Complex

namespace PhononIonicPotential

noncomputable section
```

After `open Complex`, `exp` is the complex exponential and `I` the imaginary unit.

```lean
/-- The wavevector `2πj/N` with integer label `j` on a periodic chain of `N` cells. -/
def wavevector (N : ℕ) (j : ℤ) : ℝ := 2 * Real.pi * j / N
```

The lattice constant is 1, so the wavevectors allowed on N cells are 2πj/N with integer j. Below, K = 2πk/N labels the potential component and q = 2πm/N the phonon. The condition "N divides k − m" says that K − q is a multiple of 2π, that is, a reciprocal lattice vector.

```lean
/-- The component at wavevector `K` of the ionic potential of `N` ions with form factor `v`,
the ion of cell `R` sitting at `R + t + u * d R`. -/
def ionicPotential (N : ℕ) (K t : ℝ) (v : ℂ) (d : ℕ → ℂ) (u : ℂ) : ℂ :=
  v * ∑ R ∈ Finset.range N, exp (-I * K * (R + t + u * d R))
```

This is the plane-wave component

V(u) = v Σ_R exp(−iK(R + t + u d(R))), R = 0, …, N−1.

Here t is the ion's position in its cell, d(R) the displacement pattern and u its amplitude. The complex number v is the form factor, the Fourier component at K of one ion's potential. The sum is not divided by the chain length. Lean's type `ℕ → ℂ` makes d a complex function of the cell index.

```lean
/-- The displacement pattern `exp(iqR)` of a phonon with wavevector `q = 2πm/N`. -/
def phononPattern (N : ℕ) (m : ℤ) (R : ℕ) : ℂ := exp (I * wavevector N m * R)
```

The phonon pattern is d(R) = exp(iqR), the usual complex form of a travelling wave.

```lean
/-- The real displacement pattern `cos(qR + φ)` of a standing wave with `q = 2πm/N`. -/
def standingPattern (N : ℕ) (m : ℤ) (φ : ℝ) (R : ℕ) : ℂ :=
  (Real.cos (wavevector N m * R + φ) : ℝ)
```

The standing wave cos(qR + φ) is a real displacement when u is real.

```lean
/-- The sum of the phases `exp(-2πijR/N)` over the cells is `N` if `N` divides `j`,
and zero otherwise. -/
theorem lattice_sum (N : ℕ) (j : ℤ) :
    ∑ R ∈ Finset.range N, exp (-I * wavevector N j * R)
      = if (N : ℤ) ∣ j then (N : ℂ) else 0 := by
  rcases Nat.eq_zero_or_pos N with rfl | hN
  · simp
  have hN0 : (N : ℂ) ≠ 0 := by exact_mod_cast hN.ne'
  have hw : (wavevector N j : ℂ) * N = 2 * Real.pi * j := by
    simp only [wavevector]
    push_cast
    exact div_mul_cancel₀ _ hN0
  -- the phases are the powers of a single root of unity
  have hpow : ∀ R : ℕ, exp (-I * wavevector N j * R) = exp (-I * wavevector N j) ^ R := by
    intro R
    rw [← Complex.exp_nat_mul]
    congr 1
    ring
  rw [Finset.sum_congr rfl (fun R _ => hpow R)]
  split_ifs with h
  · obtain ⟨c, hc⟩ := h
    have hc' : (j : ℂ) = N * c := by exact_mod_cast hc
    have h1 : exp (-I * wavevector N j) = 1 := by
      rw [Complex.exp_eq_one_iff]
      refine ⟨-c, mul_right_cancel₀ hN0 ?_⟩
      push_cast
      linear_combination (-I) * hw - 2 * Real.pi * I * hc'
    rw [h1]
    simp
  · have h1 : exp (-I * wavevector N j) ≠ 1 := by
      intro h1
      rw [Complex.exp_eq_one_iff] at h1
      obtain ⟨n, hn⟩ := h1
      apply h
      refine ⟨-n, ?_⟩
      have h2 : (j : ℂ) = N * (-n) := by
        apply mul_left_cancel₀ Complex.two_pi_I_ne_zero
        linear_combination (-I) * hw - N * hn
      exact_mod_cast h2
    have h2 : exp (-I * wavevector N j) ^ N = 1 := by
      rw [← hpow N, Complex.exp_eq_one_iff]
      refine ⟨-j, ?_⟩
      push_cast
      linear_combination (-I) * hw
    rw [geom_sum_eq h1, h2, sub_self, zero_div]
```

In words: Σ_R exp(−2πijR/N) is N if N divides j, and 0 otherwise. For N = 0 the sum is empty and both sides are 0. For N ≥ 1, by hand, put z = exp(−2πij/N), so that the sum is Σ_R z^R. If j = Nc with c an integer, then z = 1 and the sum is N. Otherwise z ≠ 1 but z^N = 1, hence

Σ_R z^R = (z^N − 1)/(z − 1) = 0.

In the proof, `hpow` rewrites the phases as powers of z, `split_ifs` separates the two cases, and `geom_sum_eq` is the geometric series.

```lean
/-- Differentiating in the displacement amplitude brings down one more factor `-iK d(R)`
for the ion of each cell. -/
theorem hasDerivAt_order (N : ℕ) (K t : ℝ) (v : ℂ) (d : ℕ → ℂ) (n : ℕ) (u : ℂ) :
    HasDerivAt (fun u : ℂ => v * ∑ R ∈ Finset.range N,
        (-I * K * d R) ^ n * exp (-I * K * (R + t + u * d R)))
      (v * ∑ R ∈ Finset.range N,
        (-I * K * d R) ^ (n + 1) * exp (-I * K * (R + t + u * d R))) u := by
  refine HasDerivAt.const_mul v (HasDerivAt.fun_sum fun R _ => ?_)
  have h : HasDerivAt (fun u : ℂ => -I * K * (R + t + u * d R)) (-I * K * d R) u := by
    have h0 := (((hasDerivAt_id' u).mul_const (d R)).const_add ((R : ℂ) + t)).const_mul (-I * K)
    simpa only [one_mul] using h0
  exact (h.cexp.const_mul ((-I * K * d R) ^ n)).congr_deriv (by ring)
```

`HasDerivAt f f' x` says that f is differentiable at x with derivative f'. By the chain rule,

d/du exp(−iK(R + t + u d(R))) = −iK d(R) exp(−iK(R + t + u d(R))).

A term that already carries n such factors therefore gains one more.

```lean
/-- The first derivative of the ionic potential for an arbitrary displacement pattern. -/
theorem hasDerivAt_ionicPotential (N : ℕ) (K t : ℝ) (v : ℂ) (d : ℕ → ℂ) (u : ℂ) :
    HasDerivAt (ionicPotential N K t v d)
      (v * ∑ R ∈ Finset.range N, (-I * K * d R) * exp (-I * K * (R + t + u * d R))) u := by
  have h := hasDerivAt_order N K t v d 0 u
  simp only [pow_zero, one_mul, zero_add, pow_one] at h
  exact h
```

This is the case n = 0, the first derivative for any pattern.

```lean
/-- The derivative of any order `n` of the ionic potential for an arbitrary displacement
pattern. -/
theorem iteratedDeriv_ionicPotential (N : ℕ) (K t : ℝ) (v : ℂ) (d : ℕ → ℂ) (n : ℕ) :
    iteratedDeriv n (ionicPotential N K t v d) = fun u : ℂ => v * ∑ R ∈ Finset.range N,
      (-I * K * d R) ^ n * exp (-I * K * (R + t + u * d R)) := by
  induction n with
  | zero =>
    funext u
    simp [ionicPotential]
  | succ n ih =>
    rw [iteratedDeriv_succ, ih]
    funext u
    exact (hasDerivAt_order N K t v d n u).deriv
```

Induction on n gives every order:

V⁽ⁿ⁾(u) = v Σ_R (−iK d(R))ⁿ exp(−iK(R + t + u d(R))).

```lean
/-- Selection rule at order `n`: the `n`-th derivative of the ionic potential in the phonon
amplitude is `(-iK)^n v N exp(-iKt)` if `N` divides `k - n m`, and zero otherwise. -/
theorem phonon_selection_rule (N : ℕ) (k m : ℤ) (t : ℝ) (v : ℂ) (n : ℕ) :
    iteratedDeriv n (ionicPotential N (wavevector N k) t v (phononPattern N m)) 0
      = if (N : ℤ) ∣ k - n * m then
          (-I * wavevector N k) ^ n * v * N * exp (-I * wavevector N k * t) else 0 := by
  have hw : (wavevector N (k - n * m) : ℂ) = wavevector N k - n * wavevector N m := by
    simp only [wavevector]
    push_cast
    ring
  -- the phases of the potential and of n phonons combine into one lattice phase
  have hterm : ∀ R : ℕ, (-I * wavevector N k * phononPattern N m R) ^ n
      * exp (-I * wavevector N k * (R + t + 0 * phononPattern N m R))
      = ((-I * wavevector N k) ^ n * exp (-I * wavevector N k * t))
        * exp (-I * wavevector N (k - n * m) * R) := by
    intro R
    have e : phononPattern N m R ^ n
        * exp (-I * wavevector N k * (R + t + 0 * phononPattern N m R))
        = exp (-I * wavevector N k * t) * exp (-I * wavevector N (k - n * m) * R) := by
      rw [zero_mul, phononPattern, ← Complex.exp_nat_mul, ← Complex.exp_add,
        ← Complex.exp_add, hw]
      congr 1
      ring
    rw [mul_pow, mul_assoc, e]
    ring
  rw [iteratedDeriv_ionicPotential]
  beta_reduce
  rw [Finset.sum_congr rfl (fun R _ => hterm R), ← Finset.mul_sum, lattice_sum]
  split_ifs <;> ring
```

For the phonon pattern at u = 0, each term becomes

(−iK)ⁿ exp(inqR) exp(−iK(R + t)) = (−iK)ⁿ exp(−iKt) exp(−i(K − nq)R).

Since K − nq = 2π(k − nm)/N, the lattice sum with j = k − nm gives

V⁽ⁿ⁾(0) = (−iK)ⁿ v N exp(−iKt) if N divides k − nm, and 0 otherwise.

The step `hterm` is the regrouping of phases, and `lattice_sum` finishes the argument.

```lean
/-- First-order response: the derivative of the ionic potential at zero phonon amplitude is
`-iK v N exp(-iKt)` if `N` divides `k - m`, and zero otherwise. -/
theorem first_order_response (N : ℕ) (k m : ℤ) (t : ℝ) (v : ℂ) :
    HasDerivAt (ionicPotential N (wavevector N k) t v (phononPattern N m))
      (if (N : ℤ) ∣ k - m then
        -I * wavevector N k * v * N * exp (-I * wavevector N k * t) else 0) 0 := by
  have h1 := phonon_selection_rule N k m t v 1
  have hc : k - ((1 : ℕ) : ℤ) * m = k - m := by simp
  rw [iteratedDeriv_one, hc, pow_one] at h1
  rw [← h1]
  exact (hasDerivAt_ionicPotential N _ t v _ 0).differentiableAt.hasDerivAt
```

With n = 1,

V'(0) = −iKvN exp(−iKt) if N divides k − m, and 0 otherwise.

For N = 1 the divisibility condition always holds, and the formula is the derivative of v exp(−iK(t + u)) at u = 0.

The rule can fail when the labels are not integers. Take N = 2, m = 0 and k = 1/2, so K = π/2. The lattice sum is then 1 − i, and V'(0) = −iKv(1 − i) exp(−iKt) is nonzero for v ≠ 0, although k − m is not a multiple of 2.

```lean
/-- At twice the phonon wavevector, with `m` not a multiple of `N`, the first derivative of the
potential vanishes and the second is `-K² v N exp(-iKt)`. -/
theorem overtone_response (N : ℕ) (m : ℤ) (t : ℝ) (v : ℂ) (hm : ¬ (N : ℤ) ∣ m) :
    HasDerivAt (ionicPotential N (wavevector N (2 * m)) t v (phononPattern N m)) 0 0 ∧
    iteratedDeriv 2 (ionicPotential N (wavevector N (2 * m)) t v (phononPattern N m)) 0
      = -(wavevector N (2 * m) : ℂ) ^ 2 * v * N * exp (-I * wavevector N (2 * m) * t) := by
  constructor
  · have h := first_order_response N (2 * m) m t v
    have hc : 2 * m - m = m := by ring
    rw [hc, if_neg hm] at h
    exact h
  · rw [phonon_selection_rule, if_pos (by simp)]
    linear_combination ((wavevector N (2 * m) : ℂ) ^ 2 * v * N
      * exp (-I * wavevector N (2 * m) * t)) * Complex.I_sq
```

Now let K = 2q, so k = 2m, and suppose N does not divide m; this is the hypothesis `hm`. Then k − m = m fails the first-order condition, while k − 2m = 0 meets the second-order one:

V'(0) = 0, V''(0) = (−iK)² vN exp(−iKt) = −K²vN exp(−iKt).

This second-order result is for the complex pattern exp(iqR). For a real displacement u cos(qR + φ), the squared pattern also contains a constant and exp(−2iqR), so the second derivative can also be nonzero at G and at −2q + G.

```lean
/-- For the real displacement `u cos(qR + φ)` the first-order response is a sum of two parts,
one present if `N` divides `k - m` and the other if `N` divides `k + m`. -/
theorem standing_wave_response (N : ℕ) (k m : ℤ) (t φ : ℝ) (v : ℂ) :
    HasDerivAt (ionicPotential N (wavevector N k) t v (standingPattern N m φ))
      (-I * wavevector N k * v * exp (-I * wavevector N k * t) / 2
        * (exp (I * φ) * (if (N : ℤ) ∣ k - m then (N : ℂ) else 0)
          + exp (-I * φ) * (if (N : ℤ) ∣ k + m then (N : ℂ) else 0))) 0 := by
  refine (hasDerivAt_ionicPotential N _ t v _ 0).congr_deriv ?_
  have hsub : (wavevector N (k - m) : ℂ) = wavevector N k - wavevector N m := by
    simp only [wavevector]
    push_cast
    ring
  have hadd : (wavevector N (k + m) : ℂ) = wavevector N k + wavevector N m := by
    simp only [wavevector]
    push_cast
    ring
  rw [← lattice_sum, ← lattice_sum, Finset.mul_sum, Finset.mul_sum, Finset.mul_sum,
    ← Finset.sum_add_distrib, Finset.mul_sum]
  refine Finset.sum_congr rfl fun R _ => ?_
  -- split the cosine into two travelling waves
  have hcos : standingPattern N m φ R
      = (exp ((wavevector N m * R + φ) * I) + exp (-(wavevector N m * R + φ) * I)) / 2 := by
    rw [standingPattern, Complex.ofReal_cos, Complex.cos]
    push_cast
    rfl
  have e1 : exp ((wavevector N m * R + φ) * I) * exp (-I * wavevector N k * (R + t))
      = exp (-I * wavevector N k * t)
        * (exp (I * φ) * exp (-I * wavevector N (k - m) * R)) := by
    rw [← Complex.exp_add, ← Complex.exp_add, ← Complex.exp_add, hsub]
    congr 1
    ring
  have e2 : exp (-(wavevector N m * R + φ) * I) * exp (-I * wavevector N k * (R + t))
      = exp (-I * wavevector N k * t)
        * (exp (-I * φ) * exp (-I * wavevector N (k + m) * R)) := by
    rw [← Complex.exp_add, ← Complex.exp_add, ← Complex.exp_add, hadd]
    congr 1
    ring
  rw [zero_mul, add_zero, hcos]
  linear_combination (-I * wavevector N k * v / 2) * e1 + (-I * wavevector N k * v / 2) * e2

end

end PhononIonicPotential
```

For the standing wave, write

cos(qR + φ) = (exp(i(qR + φ)) + exp(−i(qR + φ)))/2.

The two travelling waves contribute lattice sums with labels k − m and k + m:

V'(0) = −iKv exp(−iKt)/2 · (exp(iφ) S₋ + exp(−iφ) S₊),

where S₋ is N if N divides k − m and 0 otherwise, and S₊ is the same with k + m. In the proof, `hcos` splits the cosine, and `e1` and `e2` collect the phases of the two waves. At m = 0, a uniform shift, both conditions coincide and the phase factors add up to 2 cos φ, which the prefactor 1/2 reduces to cos φ.

```lean
#print axioms PhononIonicPotential.first_order_response
#print axioms PhononIonicPotential.overtone_response
#print axioms PhononIonicPotential.standing_wave_response
```

```
'PhononIonicPotential.first_order_response' depends on axioms: [propext, Classical.choice, Quot.sound]
'PhononIonicPotential.overtone_response' depends on axioms: [propext, Classical.choice, Quot.sound]
'PhononIonicPotential.standing_wave_response' depends on axioms: [propext, Classical.choice, Quot.sound]
```
